# Raman depolarization under isotropic averaging: 3/4 for nonzero traceless symmetric tensors, 0 for nonzero scalar ones

## Does the trace alone separate the ratios 3/4 and 0?

Take a molecule whose polarizability derivative is the identity matrix. This matrix is the same in every orientation of the molecule, so light polarized along one axis is never scattered into the perpendicular polarization, and the depolarization ratio is 0. For a nonzero traceless symmetric derivative I know the value 3/4, whatever the individual entries are.

I would like to see both values derived from the isotropic form of the averaged tensor product and its two contractions, with a rigorous, machine-checked proof. Do 3/4 and 0 also bound the ratio for every other nonzero real symmetric tensor?

## Two rotational invariants fix the ratio

They do bound it. The trace alone tells whether the ratio is 3/4, but a nonzero trace does not by itself give 0: $\mathrm{diag}(1,0,0)$ has ratio 1/3, by the general formula below. Start with $a=\mathrm{diag}(1,-1,0)$, numbering the axes 0, 1, 2 as Lean does. Here $\mathrm{tr}\,a=0$ and $\mathrm{tr}(a^2)=2$. Let $S_{ijkl}$ be the average of $a'_{ij}a'_{kl}$ over all orientations of the molecule, where $a'$ is the rotated tensor, and write it as

$$S_{ijkl}=A\,\delta_{ij}\delta_{kl}+B(\delta_{ik}\delta_{jl}+\delta_{il}\delta_{jk}),$$

where $A$ and $B$ are real coefficients and $\delta$ is the Kronecker delta. Summing over repeated indices gives

$$S_{iikk}=9A+6B,\qquad S_{ikik}=3A+12B.$$

For this $a$ the two sums must be 0 and 2, so $B=1/5$ and $A=-2/15$. The parallel intensity is $S_{0000}=A+2B=4/15$, the crossed intensity is $S_{0101}=B=1/5$, and their ratio is $3/4$.

For a general real symmetric $a$, set $T=(\mathrm{tr}\,a)^2$ and $Q=\mathrm{tr}(a^2)$. Rotating the molecule by an orthogonal $R$ replaces $a$ by $a'=RaR^{\mathsf T}$. Then $\sum_{i,k}a'_{ii}a'_{kk}=(\mathrm{tr}\,a')^2=T$ and, since $a'$ is symmetric, $\sum_{i,k}a'_{ik}a'_{ik}=\mathrm{tr}(a'^2)=Q$. Neither sum depends on $R$, so averaging with weights that add to 1 leaves both unchanged. Solving $9A+6B=T$ and $3A+12B=Q$ gives

$$A=\frac{2T-Q}{15},\qquad B=\frac{3Q-T}{30},\qquad S_{0000}=A+2B=\frac{T+2Q}{15}.$$

Because $a$ is symmetric, $Q=\sum_{i,k}a_{ik}^2$, which is positive for $a\ne0$. Hence $S_{0000}>0$, and the ratio is

$$\rho=\frac{S_{0101}}{S_{0000}}=\frac{3Q-T}{2(T+2Q)},\qquad \frac34-\rho=\frac{5T}{4(T+2Q)}.$$

The second expression is nonnegative and vanishes exactly when $\mathrm{tr}\,a=0$. For the lower end, let $d=a-\tfrac13(\mathrm{tr}\,a)\,1$ be the traceless part of $a$. Then

$$\mathrm{tr}(d^2)=Q-\tfrac23T+\tfrac13T=Q-\tfrac13T,$$

so $B=\mathrm{tr}(d^2)/10$. Since $d$ is symmetric too, $B\ge0$, with equality exactly when $d=0$, that is, when $a$ is a multiple of the identity.

### How the Lean statements describe the scattering

The matrix `a : M3` is the real $3\times3$ polarizability derivative, and `aᵀ = a` says that it is symmetric, as is usual for vibrational Raman scattering away from resonance. `isoTensor A B` is $S_{ijkl}$. `IsRamanAverage a A B` says that this tensor has the two contractions $T$ and $Q$. `depolarization A B` is crossed over parallel intensity; its docstring counts the axes from one and writes the same ratio as $S_{1212}/S_{1111}$.

The theorem `depolarization_bounds` assumes a nonzero symmetric `a` and `IsRamanAverage a A B`. It concludes that the parallel intensity is positive, that the ratio lies between 0 and 3/4, and that it is 3/4 exactly for traceless tensors and 0 exactly for multiples of the identity. `depolarization_traceless_and_scalar` states the two special cases separately.

The isotropic form is a hypothesis built into `isoTensor`. It stands for a sample, such as a gas or a liquid, with no preferred direction. A general isotropic tensor of rank 4 has three independent coefficients; here the last two terms share the coefficient $B$ because `a` is symmetric. `orientationAverage` is a finite weighted sum over matrices `R m`. When these are orthogonal, the weights add to 1 and `a` is symmetric, it has the right contractions, but it need not be isotropic, and the file does not derive the isotropic form from an integral over all rotations.

```lean
import Mathlib

open Matrix

namespace RamanDepolarization

noncomputable section

local notation "M3" => Matrix (Fin 3) (Fin 3) ℝ

/-- The Kronecker delta in three dimensions. -/
def delta (i j : Fin 3) : ℝ := if i = j then 1 else 0

/-- The isotropic rank-4 tensor `A d_ij d_kl + B (d_ik d_jl + d_il d_jk)`. -/
def isoTensor (A B : ℝ) (i j k l : Fin 3) : ℝ :=
  A * (delta i j * delta k l) + B * (delta i k * delta j l + delta i l * delta j k)

/-- The isotropic tensor with coefficients `A`, `B` has the two contractions
`S_iikk = (tr a)^2` and `S_ikik = tr (a^2)` of the Raman tensor `a`. -/
def IsRamanAverage (a : M3) (A B : ℝ) : Prop :=
  (∑ i, ∑ k, isoTensor A B i i k k = a.trace ^ 2) ∧
    (∑ i, ∑ k, isoTensor A B i k i k = (a * a).trace)

/-- The depolarization ratio `S_1212 / S_1111`: crossed over parallel scattered intensity. -/
def depolarization (A B : ℝ) : ℝ := isoTensor A B 0 1 0 1 / isoTensor A B 0 0 0 0

/-- The sum, with weights `w m`, of the products `a'_ij a'_kl`, where `a' = R m * a * (R m)ᵀ`. It is
an average over orientations when the weights are nonnegative and add to 1 and the `R m` are
orthogonal. -/
def orientationAverage {ι : Type*} [Fintype ι] (w : ι → ℝ) (R : ι → M3) (a : M3)
    (i j k l : Fin 3) : ℝ :=
  ∑ m, w m * ((R m * a * (R m)ᵀ) i j * (R m * a * (R m)ᵀ) k l)

/-- For a symmetric tensor, the trace of the square is the sum of the squared components. -/
theorem trace_sq_eq_sum {b : M3} (hb : bᵀ = b) :
    (b * b).trace = ∑ i, ∑ k, b i k ^ 2 := by
  simp only [Matrix.trace, Matrix.diag_apply, Matrix.mul_apply]
  refine Finset.sum_congr rfl fun i _ => Finset.sum_congr rfl fun k _ => ?_
  have h : b k i = b i k := congrFun (congrFun hb i) k
  rw [h, sq]

/-- For a symmetric tensor, the trace of the square is nonnegative, and it vanishes only for
the zero tensor. -/
theorem trace_sq_nonneg_and_eq_zero_iff {b : M3} (hb : bᵀ = b) :
    0 ≤ (b * b).trace ∧ ((b * b).trace = 0 ↔ b = 0) := by
  rw [trace_sq_eq_sum hb]
  refine ⟨Finset.sum_nonneg fun i _ => Finset.sum_nonneg fun k _ => sq_nonneg _, ?_, ?_⟩
  · intro h
    ext i k
    have h1 := (Finset.sum_eq_zero_iff_of_nonneg
      (fun i _ => Finset.sum_nonneg fun k _ => sq_nonneg (b i k))).1 h i (Finset.mem_univ i)
    have h2 := (Finset.sum_eq_zero_iff_of_nonneg
      (fun k _ => sq_nonneg (b i k))).1 h1 k (Finset.mem_univ k)
    simpa using h2
  · intro h
    simp [h]

/-- For a symmetric tensor `a`, averaging over any normalized ensemble of orthogonal orientations
gives the contractions `S_iikk = (tr a)^2` and `S_ikik = tr (a^2)`. -/
theorem orientationAverage_contractions {ι : Type*} [Fintype ι] (w : ι → ℝ) (R : ι → M3)
    (a : M3) (ha : aᵀ = a) (hw : ∑ m, w m = 1) (hR : ∀ m, (R m)ᵀ * R m = 1) :
    (∑ i, ∑ k, orientationAverage w R a i i k k = a.trace ^ 2) ∧
      (∑ i, ∑ k, orientationAverage w R a i k i k = (a * a).trace) := by
  -- both invariants are unchanged by a rotation of the molecule
  have h1 : ∀ m, (R m * a * (R m)ᵀ).trace = a.trace := fun m => by
    rw [Matrix.trace_mul_comm, ← Matrix.mul_assoc, hR, Matrix.one_mul]
  have h2 : ∀ m, ∑ i, ∑ k, (R m * a * (R m)ᵀ) i k ^ 2 = (a * a).trace := fun m => by
    have hs : (R m * a * (R m)ᵀ)ᵀ = R m * a * (R m)ᵀ := by
      rw [Matrix.transpose_mul, Matrix.transpose_mul, Matrix.transpose_transpose, ha,
        Matrix.mul_assoc]
    have hp : (R m * a * (R m)ᵀ) * (R m * a * (R m)ᵀ) = R m * (a * a) * (R m)ᵀ := by
      calc (R m * a * (R m)ᵀ) * (R m * a * (R m)ᵀ)
          = R m * a * ((R m)ᵀ * R m) * a * (R m)ᵀ := by noncomm_ring
        _ = R m * (a * a) * (R m)ᵀ := by rw [hR]; noncomm_ring
    rw [← trace_sq_eq_sum hs, hp, Matrix.trace_mul_comm, ← Matrix.mul_assoc, hR,
      Matrix.one_mul]
  constructor
  · calc _ = ∑ m, w m * a.trace ^ 2 := by
          simp only [orientationAverage, Fin.sum_univ_three, ← Finset.sum_add_distrib]
          refine Finset.sum_congr rfl fun m _ => ?_
          rw [← h1 m, Matrix.trace_fin_three]
          ring
      _ = a.trace ^ 2 := by rw [← Finset.sum_mul, hw, one_mul]
  · calc _ = ∑ m, w m * (a * a).trace := by
          simp only [orientationAverage, Fin.sum_univ_three, ← Finset.sum_add_distrib]
          refine Finset.sum_congr rfl fun m _ => ?_
          rw [← h2 m]
          simp only [Fin.sum_univ_three]
          ring
      _ = (a * a).trace := by rw [← Finset.sum_mul, hw, one_mul]

/-- The two contractions determine the coefficients `A` and `B` uniquely in terms of
`(tr a)^2` and `tr (a^2)`. -/
theorem isRamanAverage_iff (a : M3) (A B : ℝ) :
    IsRamanAverage a A B ↔
      A = (2 * a.trace ^ 2 - (a * a).trace) / 15 ∧
        B = (3 * (a * a).trace - a.trace ^ 2) / 30 := by
  have h1 : ∑ i, ∑ k, isoTensor A B i i k k = 9 * A + 6 * B := by
    simp [isoTensor, delta, Fin.sum_univ_three]
    ring
  have h2 : ∑ i, ∑ k, isoTensor A B i k i k = 3 * A + 12 * B := by
    simp [isoTensor, delta, Fin.sum_univ_three]
    ring
  unfold IsRamanAverage
  rw [h1, h2]
  constructor
  · rintro ⟨h, h'⟩
    constructor <;> linarith
  · rintro ⟨h, h'⟩
    constructor <;> linarith

/-- The trace of the square of the traceless part of `a` is `tr (a^2) - (tr a)^2 / 3`. -/
theorem trace_sq_traceless_part (a : M3) :
    ((a - (a.trace / 3) • (1 : M3)) * (a - (a.trace / 3) • (1 : M3))).trace
      = (a * a).trace - a.trace ^ 2 / 3 := by
  simp only [Matrix.sub_mul, Matrix.mul_sub, Matrix.smul_mul, Matrix.mul_smul, Matrix.one_mul,
    Matrix.mul_one, Matrix.trace_sub, Matrix.trace_smul, Matrix.trace_one, Fintype.card_fin,
    smul_eq_mul]
  push_cast
  ring

/-- For a nonzero symmetric Raman tensor the parallel intensity is positive and the
depolarization ratio lies between 0 and 3/4. It is 3/4 exactly for traceless tensors and 0
exactly for multiples of the identity. -/
theorem depolarization_bounds {a : M3} {A B : ℝ} (ha : aᵀ = a) (h0 : a ≠ 0)
    (hS : IsRamanAverage a A B) :
    0 < isoTensor A B 0 0 0 0 ∧ 0 ≤ depolarization A B ∧ depolarization A B ≤ 3 / 4 ∧
      (depolarization A B = 3 / 4 ↔ a.trace = 0) ∧
      (depolarization A B = 0 ↔ a = (a.trace / 3) • (1 : M3)) := by
  obtain ⟨hA, hB⟩ := (isRamanAverage_iff a A B).1 hS
  have e1 : isoTensor A B 0 0 0 0 = A + 2 * B := by
    simp [isoTensor, delta]
    ring
  have e2 : isoTensor A B 0 1 0 1 = B := by simp [isoTensor, delta]
  have hT := sq_nonneg a.trace
  have hQ : 0 < (a * a).trace :=
    lt_of_le_of_ne (trace_sq_nonneg_and_eq_zero_iff ha).1
      (fun h => h0 ((trace_sq_nonneg_and_eq_zero_iff ha).2.1 h.symm))
  -- the crossed intensity measures the traceless part of the tensor
  have hd : (a - (a.trace / 3) • (1 : M3))ᵀ = a - (a.trace / 3) • (1 : M3) := by
    rw [Matrix.transpose_sub, Matrix.transpose_smul, Matrix.transpose_one, ha]
  obtain ⟨hn, hz⟩ := trace_sq_nonneg_and_eq_zero_iff hd
  rw [trace_sq_traceless_part] at hn hz
  have hpos : 0 < A + 2 * B := by linarith
  have hB0 : 0 ≤ B := by linarith
  unfold depolarization
  rw [e1, e2]
  refine ⟨hpos, div_nonneg hB0 hpos.le, ?_, ?_, ?_⟩
  · rw [div_le_iff₀ hpos]
    linarith
  · rw [div_eq_iff hpos.ne']
    constructor
    · intro h
      have h2 : a.trace ^ 2 = 0 := by linarith
      exact (pow_eq_zero_iff two_ne_zero).1 h2
    · intro h
      rw [hA, hB, h]
      ring
  · rw [div_eq_iff hpos.ne', zero_mul]
    constructor
    · intro h
      exact sub_eq_zero.1 (hz.1 (by linarith))
    · intro h
      have h2 := hz.2 (sub_eq_zero.2 h)
      linarith

/-- A nonzero traceless symmetric Raman tensor has depolarization ratio 3/4. A nonzero scalar
Raman tensor has positive parallel intensity and depolarization ratio 0. -/
theorem depolarization_traceless_and_scalar :
    (∀ (a : M3) (A B : ℝ), aᵀ = a → a ≠ 0 → a.trace = 0 → IsRamanAverage a A B →
      depolarization A B = 3 / 4) ∧
    (∀ c A B : ℝ, c ≠ 0 → IsRamanAverage (c • (1 : M3)) A B →
      0 < isoTensor A B 0 0 0 0 ∧ depolarization A B = 0) := by
  constructor
  · intro a A B ha h0 ht hS
    exact (depolarization_bounds ha h0 hS).2.2.2.1.2 ht
  · intro c A B hc hS
    have hs : (c • (1 : M3))ᵀ = c • (1 : M3) := by
      rw [Matrix.transpose_smul, Matrix.transpose_one]
    have h0 : c • (1 : M3) ≠ 0 := smul_ne_zero hc one_ne_zero
    have ht : (c • (1 : M3)).trace / 3 = c := by
      rw [Matrix.trace_smul, Matrix.trace_one, Fintype.card_fin, smul_eq_mul]
      push_cast
      ring
    have h := depolarization_bounds hs h0 hS
    exact ⟨h.1, h.2.2.2.2.2 (by rw [ht])⟩

end

end RamanDepolarization
```

```lean
#print axioms RamanDepolarization.orientationAverage_contractions
#print axioms RamanDepolarization.depolarization_traceless_and_scalar
```

```
'RamanDepolarization.orientationAverage_contractions' depends on axioms: [propext, Classical.choice, Quot.sound]
'RamanDepolarization.depolarization_traceless_and_scalar' depends on axioms: [propext, Classical.choice, Quot.sound]
```

### From sums of squares to the bounds

`trace_sq_eq_sum` turns $\mathrm{tr}(b^2)$ into $\sum_{i,k} b_{ik}^2$ by replacing $b_{ki}$ with $b_{ik}$. `trace_sq_nonneg_and_eq_zero_iff` then uses the fact that a sum of nonnegative terms vanishes only if each term does, first for the rows and then for the entries within a row.

In `orientationAverage_contractions`, the steps `h1` and `h2` are the invariance of $T$ and $Q$: the trace is cyclic, and $R^{\mathsf T}R=1$ removes the rotation. The two `calc` blocks then take the constant out of the weighted sum. This theorem justifies the contraction conditions physically; the later bounds start from `IsRamanAverage` directly.

`isRamanAverage_iff` evaluates the contractions as $9A+6B$ and $3A+12B$, and `linarith` solves the linear system in both directions. Every `a` therefore has exactly one pair of coefficients. `trace_sq_traceless_part` is the expansion of $\mathrm{tr}(d^2)$.

In `depolarization_bounds`, `e1` and `e2` read off $S_{0000}=A+2B$ and $S_{0101}=B$. The sum-of-squares lemma is applied twice: to $a$, giving `hQ` and from it the positive denominator `hpos`, and to $d$, giving `hB0`. With a positive denominator, `div_le_iff₀` and `div_eq_iff` clear the fraction. The upper bound becomes $T\ge0$, its equality case becomes $T=0$, and a vanishing ratio becomes $\mathrm{tr}(d^2)=0$. The last theorem specializes these equivalences; for $c\,1$ with $c\neq0$ it checks that one third of the trace is $c$.

For a randomly oriented sample with a nonzero real symmetric tensor, and linearly polarized incident light with the scattering observed at right angles to that polarization, a calculated polarizability derivative thus gives the depolarization ratio through $T$ and $Q$ alone. Molecular symmetry can fix the ratio in advance: the trace vanishes for vibrations that are not totally symmetric, so those that are Raman active have ratio 3/4 in this model.
